# The mass-weighted least-squares rotation of a planar structure satisfies the rotational Eckart condition

## A rotation mistaken for a vibration

Take a planar molecule, turn it within its plane by an angle θ without changing its shape, and subtract the old coordinates from the new ones. The differences are not zero. Part of them, (cos θ − 1) times the original positions, looks like a uniform contraction of the molecule. If these differences are projected on normal modes to obtain Franck-Condon factors, the contraction enters as a vibrational displacement that never took place.

The two equilibrium structures must therefore be aligned first. One recipe turns the displaced structure until the mass-weighted squared distance to the reference is smallest. Another imposes the rotational Eckart condition, which says that, in mass-weighted coordinates, the displacement has no component along an infinitesimal rotation of the reference. For rotations within the plane, the first recipe always fulfils the second. The second alone can also pick the worst orientation.

## Two sums that describe the orientation

Atom i has mass m_i, reference position a_i and displaced position r_i. Positions are complex numbers x + iy, and a rotation about the origin is multiplication by a complex number u with ‖u‖ = 1. As a subscript, i labels an atom; elsewhere it is the imaginary unit. Define

C = Σ m_i a_i · r_i

S = Σ m_i (a_i × r_i)

K = √(C² + S²)

N = Σ m_i (‖a_i‖² + ‖r_i‖²)

where a × r = a_x r_y − a_y r_x. Write C(u) and S(u) for the same sums with every r_i replaced by u r_i, and

M(u) = Σ m_i ‖u r_i − a_i‖²

for the misfit. The Eckart condition is S(u) = 0. The claim is that every rotation u that minimises M satisfies S(u) = 0 and has M(u) = N − 2K.

## From the misfit to the Eckart condition

Let u = p + iq with p² + q² = 1. Then u r_i has components p x − q y and q x + p y, where r_i = x + iy. Inserting these into the two sums gives

C(u) = C p − S q

S(u) = C q + S p.

The pair (C, S) turns like a plane vector. Squaring and adding, the cross terms cancel:

C(u)² + S(u)² = (C² + S²)(p² + q²) = K².

Next, expand the square in the misfit. A rotation preserves lengths, so

‖u r_i − a_i‖² = ‖r_i‖² + ‖a_i‖² − 2 a_i · (u r_i)

M(u) = N − 2 C(u).

Minimising M is maximising C(u). Since C(u)² = K² − S(u)² ≤ K², we have C(u) ≤ K and M(u) ≥ N − 2K.

Suppose first that K > 0. The bound is reached by

u* = (C − iS)/K,

because C(u*) = (C² + S²)/K = K and S(u*) = (−CS + SC)/K = 0. Any other minimiser must also have C(u) = K, and then S(u)² = K² − K² = 0. This is the Eckart condition.

There is in fact no other minimiser. The equations C p − S q = K and C q + S p = 0 determine p and q. Adding C times the first to S times the second gives K² p = C K, so p = C/K. Subtracting S times the first from C times the second gives K² q = −S K, so q = −S/K.

If K = 0, then C = S = 0, and C(u) = S(u) = 0 for every rotation. The misfit is N for all of them, and both claims hold.

## The orientation that is exactly wrong

Let K > 0 and suppose only that S(u) = 0. Then C(u)² = K², so C(u) is K or −K. In the first case u = u*. In the second, −u has C(−u) = K and S(−u) = 0, so −u = u*. Exactly two rotations satisfy the Eckart condition, half a turn apart. Since C(u) ≥ −K for every rotation, the second one has the largest misfit, N + 2K. A program that solves S(u) = 0 for an angle should check the sign of C(u).

## Three atoms with numbers

Take masses 2, 1, 1 in arbitrary units and a deliberately large distortion, with both centres of mass at the origin:

a_1 = (0, 1), a_2 = (−1, −1), a_3 = (1, −1)

r_1 = (−1, 1), r_2 = (0, −3), r_3 = (2, 1).

The sums are

C = 2 + 3 + 1 = 6

S = 2 + 3 + 3 = 8

K = 10

N = 6 + 11 + 7 = 24.

The best rotation is u* = 0.6 − 0.8i, a clockwise turn of about 53°. It takes the displaced atoms to (0.2, 1.4), (−2.4, −1.8) and (2, −1). The Eckart sum is −0.4 − 0.6 + 1 = 0, and the misfit is 0.4 + 2.6 + 1 = 4, which equals 24 − 20. Without any rotation the misfit is 12, and at −u* it is 44.

## What the Lean statements say

The atoms are indexed by a finite type `ι`, the masses are a function `m : ι → ℝ`, and the two structures are functions `a r : ι → ℂ`. The sums C and S are `overlap m a r` and `twist m a r`. In this setting `overlap` is a sum of dot products of positions, not a vibrational overlap integral, and S is not an overlap matrix. The function `rotate u r` multiplies by any complex `u`; it is a rotation when `‖u‖ = 1`. The predicate `IsOptimal m a r u` contains that condition, together with the requirement that no other rotation has a smaller `misfit`.

The main theorem, `eckart_of_isOptimal`, takes an optimal `u` and concludes that `twist m a (rotate u r) = 0` and that the misfit is N − 2K. It needs neither positive masses nor a nonzero C or S.

The remaining results on minimisers and Eckart rotations assume that C and S are not both zero. Physically, this means that the two structures have a preferred relative orientation. It fails, for example, for an equilateral triangle of equal masses centred at the origin when the displaced structure is the same triangle with two atom labels exchanged. Under the assumption, `isOptimal_iff` says that `bestRotation`, our u*, is the unique minimiser, `eckart_iff` says that the Eckart condition holds exactly for u* and −u*, and `misfit_le_neg_bestRotation` says that −u* is the worst rotation. When C = S = 0, Lean's division by zero makes `bestRotation` equal to 0, which is not a rotation.

Only proper rotations within the plane compete: reflections and turns out of the plane are excluded. The step left to the user is to place both centres of mass at the origin, which fulfils the translational Eckart condition; the theorems hold for any choice of origin. For planar equilibrium structures aligned within their plane, the result bears on the displacement vector that enters harmonic Franck-Condon factors.

## The complete Lean file

```lean
import Mathlib

open Complex

namespace PlanarEckart

noncomputable section

variable {ι : Type*} [Fintype ι]

/-- The planar configuration `r` with every position multiplied by the complex number `u`;
for `‖u‖ = 1` this is a rotation about the origin. -/
def rotate (u : ℂ) (r : ι → ℂ) : ι → ℂ := fun i => u * r i

/-- The mass-weighted sum of dot products, `C = ∑ mᵢ aᵢ · rᵢ`. -/
def overlap (m : ι → ℝ) (a r : ι → ℂ) : ℝ :=
  ∑ i, m i * ((a i).re * (r i).re + (a i).im * (r i).im)

/-- The mass-weighted sum of planar cross products, `S = ∑ mᵢ (aᵢ × rᵢ)`. -/
def twist (m : ι → ℝ) (a r : ι → ℂ) : ℝ :=
  ∑ i, m i * ((a i).re * (r i).im - (a i).im * (r i).re)

/-- The mass-weighted squared distance between the rotated configuration and the reference. -/
def misfit (m : ι → ℝ) (a r : ι → ℂ) (u : ℂ) : ℝ :=
  ∑ i, m i * ‖rotate u r i - a i‖ ^ 2

/-- The rotation `u` minimises the misfit among all rotations of the plane. -/
def IsOptimal (m : ι → ℝ) (a r : ι → ℂ) (u : ℂ) : Prop :=
  ‖u‖ = 1 ∧ ∀ v : ℂ, ‖v‖ = 1 → misfit m a r u ≤ misfit m a r v

/-- The rotation `(C - iS) / √(C² + S²)`, meant for `C` and `S` not both zero. -/
def bestRotation (m : ι → ℝ) (a r : ι → ℂ) : ℂ :=
  ⟨overlap m a r / √(overlap m a r ^ 2 + twist m a r ^ 2),
    -twist m a r / √(overlap m a r ^ 2 + twist m a r ^ 2)⟩

variable (m : ι → ℝ) (a r : ι → ℂ) {u : ℂ}

/-- The overlap after multiplication by `u` is `C Re u - S Im u`. -/
theorem overlap_rotate (u : ℂ) :
    overlap m a (rotate u r) = overlap m a r * u.re - twist m a r * u.im := by
  simp only [overlap, twist, rotate, mul_re, mul_im]
  rw [Finset.sum_mul, Finset.sum_mul, ← Finset.sum_sub_distrib]
  refine Finset.sum_congr rfl fun i _ => ?_
  ring

/-- The twist after multiplication by `u` is `C Im u + S Re u`. -/
theorem twist_rotate (u : ℂ) :
    twist m a (rotate u r) = overlap m a r * u.im + twist m a r * u.re := by
  simp only [overlap, twist, rotate, mul_re, mul_im]
  rw [Finset.sum_mul, Finset.sum_mul, ← Finset.sum_add_distrib]
  refine Finset.sum_congr rfl fun i _ => ?_
  ring

/-- A rotation leaves `C² + S²` unchanged. -/
theorem overlap_sq_add_twist_sq (hu : ‖u‖ = 1) :
    overlap m a (rotate u r) ^ 2 + twist m a (rotate u r) ^ 2
      = overlap m a r ^ 2 + twist m a r ^ 2 := by
  have h : u.re ^ 2 + u.im ^ 2 = 1 := by
    have h' := Complex.sq_norm u
    rw [hu, normSq_apply] at h'
    linarith
  rw [overlap_rotate, twist_rotate]
  linear_combination (overlap m a r ^ 2 + twist m a r ^ 2) * h

/-- For a rotation, the misfit is a constant minus twice the rotated overlap. -/
theorem misfit_eq (hu : ‖u‖ = 1) :
    misfit m a r u
      = ∑ i, m i * (‖a i‖ ^ 2 + ‖r i‖ ^ 2) - 2 * overlap m a (rotate u r) := by
  have h : u.re ^ 2 + u.im ^ 2 = 1 := by
    have h' := Complex.sq_norm u
    rw [hu, normSq_apply] at h'
    linarith
  simp only [misfit, overlap, rotate]
  rw [Finset.mul_sum, ← Finset.sum_sub_distrib]
  refine Finset.sum_congr rfl fun i _ => ?_
  simp only [Complex.sq_norm, normSq_apply, sub_re, sub_im, mul_re, mul_im]
  linear_combination (m i * ((r i).re ^ 2 + (r i).im ^ 2)) * h

/-- If `C` and `S` are not both zero, `bestRotation` is a rotation, it brings the overlap to
`√(C² + S²)`, and it satisfies the Eckart condition. -/
theorem bestRotation_spec (h : overlap m a r ≠ 0 ∨ twist m a r ≠ 0) :
    ‖bestRotation m a r‖ = 1 ∧
    overlap m a (rotate (bestRotation m a r) r) = √(overlap m a r ^ 2 + twist m a r ^ 2) ∧
    twist m a (rotate (bestRotation m a r) r) = 0 := by
  have hpos : 0 < overlap m a r ^ 2 + twist m a r ^ 2 := by
    rcases h with h | h <;> positivity
  have hK := Real.sqrt_pos.2 hpos
  have hK2 := Real.sq_sqrt hpos.le
  rw [overlap_rotate, twist_rotate]
  simp only [bestRotation]
  generalize √(overlap m a r ^ 2 + twist m a r ^ 2) = K at hK hK2 ⊢
  refine ⟨(sq_eq_sq₀ (norm_nonneg _) zero_le_one).1 ?_, ?_, by ring⟩
  · rw [Complex.sq_norm, normSq_apply]
    field_simp
    linarith
  · field_simp
    linarith

/-- If `C` and `S` are not both zero, every `u` that brings the overlap to `√(C² + S²)` and the
twist to zero equals `bestRotation`. -/
theorem eq_bestRotation (h : overlap m a r ≠ 0 ∨ twist m a r ≠ 0)
    (hP : overlap m a (rotate u r) = √(overlap m a r ^ 2 + twist m a r ^ 2))
    (hT : twist m a (rotate u r) = 0) : u = bestRotation m a r := by
  have hpos : 0 < overlap m a r ^ 2 + twist m a r ^ 2 := by
    rcases h with h | h <;> positivity
  have hK := Real.sqrt_pos.2 hpos
  have hK2 := Real.sq_sqrt hpos.le
  rw [overlap_rotate] at hP
  rw [twist_rotate] at hT
  -- two linear equations for the real and imaginary parts of `u`
  apply Complex.ext
  · simp only [bestRotation]
    rw [eq_div_iff hK.ne']
    apply mul_right_cancel₀ hK.ne'
    linear_combination u.re * hK2 + overlap m a r * hP + twist m a r * hT
  · simp only [bestRotation]
    rw [eq_div_iff hK.ne']
    apply mul_right_cancel₀ hK.ne'
    linear_combination u.im * hK2 + overlap m a r * hT - twist m a r * hP

/-- If `C` and `S` are not both zero, the misfit has exactly one minimising rotation,
`(C - iS) / √(C² + S²)`. -/
theorem isOptimal_iff (h : overlap m a r ≠ 0 ∨ twist m a r ≠ 0) :
    IsOptimal m a r u ↔ u = bestRotation m a r := by
  obtain ⟨h1, h2, h3⟩ := bestRotation_spec m a r h
  -- no rotation brings the overlap above `√(C² + S²)`
  have bound : ∀ v : ℂ, ‖v‖ = 1 →
      overlap m a (rotate v r) ≤ √(overlap m a r ^ 2 + twist m a r ^ 2) := fun v hv =>
    (abs_le.1 (Real.abs_le_sqrt (by
      linarith [overlap_sq_add_twist_sq m a r hv, sq_nonneg (twist m a (rotate v r))]))).2
  constructor
  · rintro ⟨hu, hmin⟩
    have hle := hmin _ h1
    rw [misfit_eq m a r hu, misfit_eq m a r h1, h2] at hle
    have hP := le_antisymm (bound u hu) (by linarith)
    have inv := overlap_sq_add_twist_sq m a r hu
    rw [hP, Real.sq_sqrt (by positivity)] at inv
    exact eq_bestRotation m a r h hP ((pow_eq_zero_iff two_ne_zero).1 (by linarith))
  · rintro rfl
    refine ⟨h1, fun v hv => ?_⟩
    rw [misfit_eq m a r h1, misfit_eq m a r hv, h2]
    linarith [bound v hv]

/-- A rotation that minimises the mass-weighted misfit satisfies the Eckart condition
`∑ mᵢ (aᵢ × u rᵢ) = 0`, and the minimum is `∑ mᵢ (‖aᵢ‖² + ‖rᵢ‖²) - 2 √(C² + S²)`. -/
theorem eckart_of_isOptimal (hu : IsOptimal m a r u) :
    twist m a (rotate u r) = 0 ∧
    misfit m a r u = ∑ i, m i * (‖a i‖ ^ 2 + ‖r i‖ ^ 2)
      - 2 * √(overlap m a r ^ 2 + twist m a r ^ 2) := by
  by_cases h : overlap m a r ≠ 0 ∨ twist m a r ≠ 0
  · obtain ⟨h1, h2, h3⟩ := bestRotation_spec m a r h
    rw [(isOptimal_iff m a r h).1 hu]
    exact ⟨h3, by rw [misfit_eq m a r h1, h2]⟩
  · -- for `C = S = 0` the misfit does not depend on the rotation
    rw [not_or, not_not, not_not] at h
    rw [misfit_eq m a r hu.1, twist_rotate, overlap_rotate, h.1, h.2]
    simp

/-- If `C` and `S` are not both zero, a rotation satisfies the Eckart condition if and only if it is
`bestRotation` or its negative. -/
theorem eckart_iff (h : overlap m a r ≠ 0 ∨ twist m a r ≠ 0) (hu : ‖u‖ = 1) :
    twist m a (rotate u r) = 0 ↔ u = bestRotation m a r ∨ u = -bestRotation m a r := by
  obtain ⟨-, -, h3⟩ := bestRotation_spec m a r h
  constructor
  · intro hT
    have inv := overlap_sq_add_twist_sq m a r hu
    have hsq : overlap m a (rotate u r) ^ 2
        = √(overlap m a r ^ 2 + twist m a r ^ 2) ^ 2 := by
      rw [Real.sq_sqrt (by positivity), ← inv, hT]
      ring
    rcases sq_eq_sq_iff_eq_or_eq_neg.1 hsq with hP | hP
    · exact Or.inl (eq_bestRotation m a r h hP hT)
    · -- here the opposite rotation `-u` has the largest overlap
      refine Or.inr (neg_eq_iff_eq_neg.1 (eq_bestRotation m a r h ?_ ?_))
      · rw [overlap_rotate] at hP ⊢
        rw [neg_re, neg_im]
        linarith
      · rw [twist_rotate] at hT ⊢
        rw [neg_re, neg_im]
        linarith
  · rintro (rfl | rfl)
    · exact h3
    · rw [twist_rotate] at h3 ⊢
      rw [neg_re, neg_im]
      linarith

/-- If `C` and `S` are not both zero, the negative of `bestRotation` has the largest misfit of
all rotations. -/
theorem misfit_le_neg_bestRotation (h : overlap m a r ≠ 0 ∨ twist m a r ≠ 0)
    (hu : ‖u‖ = 1) : misfit m a r u ≤ misfit m a r (-bestRotation m a r) := by
  obtain ⟨h1, h2, -⟩ := bestRotation_spec m a r h
  have hn : ‖-bestRotation m a r‖ = 1 := by rw [norm_neg, h1]
  have hb := (abs_le.1 (Real.abs_le_sqrt (show overlap m a (rotate u r) ^ 2
      ≤ overlap m a r ^ 2 + twist m a r ^ 2 by
    linarith [overlap_sq_add_twist_sq m a r hu, sq_nonneg (twist m a (rotate u r))]))).1
  have hneg : overlap m a (rotate (-bestRotation m a r) r)
      = -overlap m a (rotate (bestRotation m a r) r) := by
    rw [overlap_rotate, overlap_rotate, neg_re, neg_im]
    ring
  rw [misfit_eq m a r hu, misfit_eq m a r hn, hneg, h2]
  linarith

end

end PlanarEckart
```

```lean
#print axioms PlanarEckart.eckart_of_isOptimal
#print axioms PlanarEckart.eckart_iff
#print axioms PlanarEckart.misfit_le_neg_bestRotation
```

```
'PlanarEckart.eckart_of_isOptimal' depends on axioms: [propext, Classical.choice, Quot.sound]
'PlanarEckart.eckart_iff' depends on axioms: [propext, Classical.choice, Quot.sound]
'PlanarEckart.misfit_le_neg_bestRotation' depends on axioms: [propext, Classical.choice, Quot.sound]
```

## How the lemmas carry out the derivation

**The turning of (C, S).** `overlap_rotate` and `twist_rotate` are the two formulas for C(u) and S(u). Each is reduced to an identity for a single atom, which `ring` settles. `overlap_sq_add_twist_sq` first turns `‖u‖ = 1` into p² + q² = 1. The `linear_combination` step then multiplies this equation by C² + S², as in the calculation above.

**The misfit.** `misfit_eq` is M(u) = N − 2C(u). It also works atom by atom. The equation p² + q² = 1 is used with the factor m_i ‖r_i‖², because it is the length of r_i that the rotation must preserve.

**The explicit rotation.** `bestRotation_spec` verifies that u* has norm 1, reaches C(u*) = K and gives S(u*) = 0. The square root is replaced by a letter `K`, of which only K > 0 and K² = C² + S² are kept, so that the rest is algebra with fractions. `eq_bestRotation` solves the two linear equations. Its `linear_combination` lines multiply these equations by C and S, as in the calculation by hand, and also use K² = C² + S². It does not assume `‖u‖ = 1`, since the equations already fix `u`.

**The minimum.** Inside `isOptimal_iff`, the statement `bound` is C(v) ≤ K for every rotation v, obtained from C(v)² ≤ K². For an optimal `u`, comparison with u* gives C(u) ≥ K, and `le_antisymm` combines the two inequalities into an equality. Conservation of C² + S² then makes the twist vanish, and `eq_bestRotation` identifies `u`. In the other direction, `bound` shows directly that u* is optimal.

**The main theorem.** `eckart_of_isOptimal` separates the case C = S = 0. Otherwise it replaces `u` by u*, using uniqueness, and reads both conclusions from `bestRotation_spec` and `misfit_eq`. The derivation above obtained the Eckart condition before uniqueness; the ingredients are the same. In the exceptional case, the rotation formulas reduce both sums to zero.

**The two Eckart rotations.** `eckart_iff` derives C(u)² = K² from a vanishing twist and splits it into the two signs. For the negative sign it applies `eq_bestRotation` to −u. `misfit_le_neg_bestRotation` uses the lower bound C(u) ≥ −K and the fact that replacing u by −u reverses the sign of the overlap.
